# A single-crossing Coulomb hole lowers every strictly decreasing repulsion with convergent integrals

## Depletion at short range does not settle the energy

Suppose one intracule, the distribution of the distance u between two electrons, is replaced by another with fewer pairs at short distance. The electron repulsion can still go up. Take narrow peaks as an idealisation and work in atomic units. Moving 0.1 pair from u = 1 to u = 2 changes the repulsion by 0.1 × (1/2 − 1) = −0.05. If 0.3 pair also moves inward from u = 10 to u = 2, the change is 0.3 × (1/2 − 1/10) = +0.12. The total is +0.07, although the short distances have been depleted.

In this example the difference between the two distributions changes sign twice: depletion, excess, depletion. If the total number of pairs is the same and the difference changes sign only once, from depletion to excess, the repulsion must fall.

## Two intracules that cross once

Let Q(u) be the reference intracule, for instance from a Hartree–Fock wave function, and P(u) the correlated one. Both are radial distributions with the volume factor 4πu² included, so the number of pairs is ∫Q du, and the repulsion energy is ∫Q/u du. All integrals run over (0,∞) unless limits are given.

The hypotheses are that P and Q are integrable with equal integrals, and that for some distance c > 0

P(u) < Q(u) for 0 < u < c,
P(u) > Q(u) for u > c.

Equal integrals express that both states have the same number of electron pairs. The conclusion is that

∫ f P du < ∫ f Q du

for every f that is strictly decreasing on (0,∞) and for which fP and fQ are integrable. The Coulomb repulsion f(u) = 1/u is one case.

In Lean, the structure `IsSingleCrossingHole P Q c` collects the conditions on P, Q and c. The name describes a property of the pair of intracules, whereas "Coulomb hole" usually means the difference curve P − Q. The set `Ioi 0` is (0,∞), `IntegrableOn` is Lebesgue integrability on a set, and `StrictAntiOn f (Ioi 0)` says that f is strictly decreasing there. Lean assigns the value 0 to the integral of a non-integrable function, so the integrability hypotheses ensure that the two sides are the actual repulsions.

The functions P and Q need not be continuous or non-negative, and their values at c itself are free. That they come from wave functions of a given system is the step that the model leaves to the user. The single crossing is likewise assumed, and has to be established for the intracules in question. A second region of depletion at large u, however weak, violates this hypothesis. The repulsion may then still fall, but the theorem does not show it.

For electronic structure, the result fixes the sign of the change in repulsion energy between two such intracules from the shape of the hole. It concerns only this part of the energy, not the kinetic energy or the attraction to the nuclei.

## Subtracting the repulsion at the crossing

For any constant k,

∫ (f − k)(Q − P) du = ∫ f Q du − ∫ f P du − k (∫ Q du − ∫ P du).

The last bracket vanishes because the integrals are equal, so

∫ (f − k)(Q − P) du = ∫ f Q du − ∫ f P du.

Now choose k = f(c). There are three cases:

- For 0 < u < c, f(u) > f(c) and Q(u) > P(u), so the integrand is positive.
- At u = c the first factor is zero.
- For u > c, both factors are negative, so the integrand is positive again.

The integrand is thus nowhere negative, and it is positive on (0,c), an interval of length c > 0. Its integral is therefore positive, which gives ∫fP du < ∫fQ du.

For a strictly increasing g, such as the separation g(u) = u, apply this to f = −g. The inequality reverses to ∫gP du > ∫gQ du, provided both integrals converge.

## Fewer pairs within every radius

The number of pairs closer than r is the integral of the intracule over (0,r). This corresponds to a step function, which is decreasing but not strictly so, and it needs its own argument.

If 0 < r ≤ c, then Q − P is positive throughout (0,r), and so is its integral. If r > c, equal normalisation gives

∫₀^r (Q − P) du = ∫_r^∞ (P − Q) du,

and the right side is positive because P > Q beyond r. For every r > 0, P therefore has fewer pairs within r than Q.

## A pair of intracules with crossing at 3

Take

P(u) = u³ e^(−u)/6, Q(u) = u² e^(−u)/2.

Since ∫uⁿ e^(−u) du = n!, both integrate to 1. Their difference is

Q(u) − P(u) = u² (3 − u) e^(−u)/6,

which changes sign once, at u = 3. The Coulomb repulsions are

∫ P/u du = 2!/6 = 1/3, ∫ Q/u du = 1!/2 = 1/2,

so the repulsion falls by 1/6. The mean separation rises from 3!/2 = 3 to 4!/6 = 4. Within r = 3, Q has 1 − 8.5 e^(−3) ≈ 0.577 pairs and P has 1 − 13 e^(−3) ≈ 0.353. These are model functions, chosen for their simple integrals.

## The Lean file

```lean
import Mathlib

open MeasureTheory Set

namespace SingleCrossingCoulombHole

/-- The intracules `P` and `Q` are integrable on `(0,∞)` with equal integrals, and `P` lies
below `Q` at separations shorter than `c > 0` and above `Q` at separations longer than `c`. -/
structure IsSingleCrossingHole (P Q : ℝ → ℝ) (c : ℝ) : Prop where
  intP : IntegrableOn P (Ioi 0)
  intQ : IntegrableOn Q (Ioi 0)
  norm_eq : ∫ u in Ioi (0 : ℝ), P u = ∫ u in Ioi (0 : ℝ), Q u
  c_pos : 0 < c
  below : ∀ u, 0 < u → u < c → P u < Q u
  above : ∀ u, c < u → Q u < P u

/-- An integrable function that is non-negative on a measurable set, and positive on a
non-empty open interval inside it, has a positive integral over the set. -/
theorem integral_pos_of_pos_on_interval {s : Set ℝ} {g : ℝ → ℝ} {a b : ℝ}
    (hs : MeasurableSet s) (hab : a < b) (hsub : Ioo a b ⊆ s) (hg : IntegrableOn g s)
    (hnn : ∀ u ∈ s, 0 ≤ g u) (hpos : ∀ u ∈ Ioo a b, 0 < g u) :
    0 < ∫ u in s, g u := by
  have h0 : 0 ≤ᵐ[volume.restrict s] g := by
    filter_upwards [ae_restrict_mem hs] with u hu
    exact hnn u hu
  have hv : 0 < volume (Ioo a b) := by
    rw [Real.volume_Ioo]
    exact ENNReal.ofReal_pos.2 (sub_pos.2 hab)
  exact (setIntegral_pos_iff_support_of_nonneg_ae h0 hg).2
    (lt_of_lt_of_le hv (measure_mono fun u hu => ⟨(hpos u hu).ne', hsub hu⟩))

/-- For integrable intracules with equal integrals, and finite repulsion integrals, the
difference of the repulsions is unchanged when a constant `k` is subtracted from `f`. -/
theorem repulsion_difference {P Q f : ℝ → ℝ} (k : ℝ)
    (hP : IntegrableOn P (Ioi 0)) (hQ : IntegrableOn Q (Ioi 0))
    (hN : ∫ u in Ioi (0 : ℝ), P u = ∫ u in Ioi (0 : ℝ), Q u)
    (hfP : IntegrableOn (fun u => f u * P u) (Ioi 0))
    (hfQ : IntegrableOn (fun u => f u * Q u) (Ioi 0)) :
    ∫ u in Ioi (0 : ℝ), (f u - k) * (Q u - P u) =
      (∫ u in Ioi (0 : ℝ), f u * Q u) - ∫ u in Ioi (0 : ℝ), f u * P u := by
  have e : (fun u => (f u - k) * (Q u - P u)) =
      fun u => (f u * Q u - f u * P u) - k * (Q u - P u) := by
    funext u
    ring
  have h1 : IntegrableOn (fun u => f u * Q u - f u * P u) (Ioi 0) := Integrable.sub hfQ hfP
  have h2 : IntegrableOn (fun u => k * (Q u - P u)) (Ioi 0) :=
    Integrable.const_mul (Integrable.sub hQ hP) k
  rw [e, integral_sub h1 h2, integral_sub hfQ hfP, integral_const_mul, integral_sub hQ hP, hN]
  ring

/-- A single-crossing hole lowers every strictly decreasing repulsion `f` for which both
repulsion integrals converge. -/
theorem repulsion_lt {P Q f : ℝ → ℝ} {c : ℝ} (h : IsSingleCrossingHole P Q c)
    (hf : StrictAntiOn f (Ioi 0))
    (hfP : IntegrableOn (fun u => f u * P u) (Ioi 0))
    (hfQ : IntegrableOn (fun u => f u * Q u) (Ioi 0)) :
    ∫ u in Ioi (0 : ℝ), f u * P u < ∫ u in Ioi (0 : ℝ), f u * Q u := by
  have hint : IntegrableOn (fun u => (f u - f c) * (Q u - P u)) (Ioi 0) := by
    have e : (fun u => (f u - f c) * (Q u - P u)) =
        fun u => (f u * Q u - f u * P u) - f c * (Q u - P u) := by
      funext u
      ring
    rw [e]
    exact Integrable.sub (Integrable.sub hfQ hfP)
      (Integrable.const_mul (Integrable.sub h.intQ h.intP) (f c))
  -- inside the crossing both factors are positive
  have hin : ∀ u ∈ Ioo 0 c, 0 < (f u - f c) * (Q u - P u) := fun u hu =>
    mul_pos (sub_pos.2 (hf hu.1 h.c_pos hu.2)) (sub_pos.2 (h.below u hu.1 hu.2))
  have hpos : 0 < ∫ u in Ioi (0 : ℝ), (f u - f c) * (Q u - P u) := by
    refine integral_pos_of_pos_on_interval measurableSet_Ioi h.c_pos
      (fun u hu => hu.1) hint (fun u hu => ?_) hin
    rcases lt_trichotomy u c with huc | huc | huc
    · exact (hin u ⟨hu, huc⟩).le
    · simp [huc]
    · -- outside the crossing both factors are negative
      exact (mul_pos_of_neg_of_neg (sub_neg.2 (hf h.c_pos hu huc))
        (sub_neg.2 (h.above u huc))).le
  rw [repulsion_difference (f c) h.intP h.intQ h.norm_eq hfP hfQ] at hpos
  linarith

/-- A single-crossing hole lowers the Coulomb repulsion, the integral of the intracule divided
by the separation, when this integral converges for both intracules. -/
theorem coulomb_repulsion_lt {P Q : ℝ → ℝ} {c : ℝ} (h : IsSingleCrossingHole P Q c)
    (hP : IntegrableOn (fun u => P u / u) (Ioi 0))
    (hQ : IntegrableOn (fun u => Q u / u) (Ioi 0)) :
    ∫ u in Ioi (0 : ℝ), P u / u < ∫ u in Ioi (0 : ℝ), Q u / u := by
  have hf : StrictAntiOn (fun u : ℝ => u⁻¹) (Ioi 0) := by
    intro a ha b _ hab
    have ha' : 0 < a := ha
    simpa only [one_div] using one_div_lt_one_div_of_lt ha' hab
  have key := repulsion_lt h hf (by simpa only [inv_mul_eq_div] using hP)
    (by simpa only [inv_mul_eq_div] using hQ)
  simpa only [inv_mul_eq_div] using key

/-- A single-crossing hole raises the integral of every strictly increasing function `g` of the
separation for which both integrals converge. -/
theorem increasing_observable_gt {P Q g : ℝ → ℝ} {c : ℝ} (h : IsSingleCrossingHole P Q c)
    (hg : StrictMonoOn g (Ioi 0))
    (hgP : IntegrableOn (fun u => g u * P u) (Ioi 0))
    (hgQ : IntegrableOn (fun u => g u * Q u) (Ioi 0)) :
    ∫ u in Ioi (0 : ℝ), g u * Q u < ∫ u in Ioi (0 : ℝ), g u * P u := by
  have key := repulsion_lt (f := fun u => -g u) h
    (fun a ha b hb hab => neg_lt_neg (hg ha hb hab))
    (by simp only [neg_mul]; exact Integrable.neg hgP)
    (by simp only [neg_mul]; exact Integrable.neg hgQ)
  simp only [neg_mul, integral_neg] at key
  linarith

/-- With a single-crossing hole, the integral of the intracule over separations shorter than
`r` is lower for `P` than for `Q`, for every radius `r > 0`. -/
theorem pair_count_lt {P Q : ℝ → ℝ} {c r : ℝ} (h : IsSingleCrossingHole P Q c) (hr : 0 < r) :
    ∫ u in Ioo 0 r, P u < ∫ u in Ioo 0 r, Q u := by
  have hsub : Ioo 0 r ⊆ Ioi (0 : ℝ) := fun u hu => hu.1
  have hP := h.intP.mono_set hsub
  have hQ := h.intQ.mono_set hsub
  rcases le_or_gt r c with hrc | hrc
  · -- up to the crossing the hole density itself has one sign
    have hp : ∀ u ∈ Ioo 0 r, 0 < Q u - P u := fun u hu =>
      sub_pos.2 (h.below u hu.1 (lt_of_lt_of_le hu.2 hrc))
    have key := integral_pos_of_pos_on_interval measurableSet_Ioo hr (fun u hu => hu)
      (Integrable.sub hQ hP) (fun u hu => (hp u hu).le) hp
    simp only [Pi.sub_apply] at key
    rw [integral_sub hQ hP] at key
    linarith
  · -- beyond the crossing the excess of `P` in the tail is compensated inside `r`
    have hsub' : Ici r ⊆ Ioi (0 : ℝ) := fun u hu => lt_of_lt_of_le hr hu
    have hP' := h.intP.mono_set hsub'
    have hQ' := h.intQ.mono_set hsub'
    have hp : ∀ u ∈ Ici r, 0 < P u - Q u := fun u hu =>
      sub_pos.2 (h.above u (lt_of_lt_of_le hrc hu))
    have hI : Ioo r (r + 1) ⊆ Ici r := fun u hu => hu.1.le
    have key := integral_pos_of_pos_on_interval measurableSet_Ici (lt_add_one r) hI
      (Integrable.sub hP' hQ') (fun u hu => (hp u hu).le) (fun u hu => hp u (hI hu))
    simp only [Pi.sub_apply] at key
    rw [integral_sub hP' hQ'] at key
    have hd : Disjoint (Ioo 0 r) (Ici r) := Set.disjoint_left.2 fun u hu hu' => by
      have h1 : u < r := hu.2
      have h2 : r ≤ u := hu'
      linarith
    have hN := h.norm_eq
    rw [← Ioo_union_Ici_eq_Ioi hr, setIntegral_union hd measurableSet_Ici hP hP',
      setIntegral_union hd measurableSet_Ici hQ hQ'] at hN
    linarith

/-- The function `u ^ n * exp (-u)` is integrable on `(0,∞)` and its integral is `n!`. -/
theorem exponential_moment (n : ℕ) :
    IntegrableOn (fun u : ℝ => u ^ n * Real.exp (-u)) (Ioi 0) ∧
      ∫ u in Ioi (0 : ℝ), u ^ n * Real.exp (-u) = (n.factorial : ℝ) := by
  have hn : (0 : ℝ) < (n : ℝ) + 1 := by positivity
  have h1 := Real.GammaIntegral_convergent hn
  have h2 := Real.Gamma_eq_integral hn
  simp only [add_sub_cancel_right, Real.rpow_natCast] at h1 h2
  have e : (fun u : ℝ => u ^ n * Real.exp (-u)) = fun u => Real.exp (-u) * u ^ n :=
    funext fun _ => mul_comm _ _
  rw [e]
  exact ⟨h1, by rw [← h2, Real.Gamma_nat_eq_factorial]⟩

/-- The intracules `u³ exp(-u) / 6` and `u² exp(-u) / 2` form a single-crossing hole with
crossing at `u = 3`, and both have a convergent Coulomb repulsion integral. -/
theorem isSingleCrossingHole_witness :
    IsSingleCrossingHole (fun u => u ^ 3 * Real.exp (-u) / 6)
      (fun u => u ^ 2 * Real.exp (-u) / 2) 3 ∧
    IntegrableOn (fun u : ℝ => u ^ 3 * Real.exp (-u) / 6 / u) (Ioi 0) ∧
    IntegrableOn (fun u : ℝ => u ^ 2 * Real.exp (-u) / 2 / u) (Ioi 0) := by
  refine ⟨⟨Integrable.div_const (exponential_moment 3).1 6,
    Integrable.div_const (exponential_moment 2).1 2, ?_, by norm_num, ?_, ?_⟩, ?_, ?_⟩
  · rw [integral_div, integral_div, (exponential_moment 3).2, (exponential_moment 2).2]
    norm_num [Nat.factorial]
  · intro u h0 h3
    have hE : 0 < u ^ 2 * Real.exp (-u) := by positivity
    show u ^ 3 * Real.exp (-u) / 6 < u ^ 2 * Real.exp (-u) / 2
    nlinarith [mul_pos hE (sub_pos.2 h3)]
  · intro u h3
    have h0 : 0 < u := by linarith
    have hE : 0 < u ^ 2 * Real.exp (-u) := by positivity
    show u ^ 2 * Real.exp (-u) / 2 < u ^ 3 * Real.exp (-u) / 6
    nlinarith [mul_pos hE (sub_pos.2 h3)]
  · refine IntegrableOn.congr_fun (Integrable.div_const (exponential_moment 2).1 6)
      (fun u hu => ?_) measurableSet_Ioi
    have h0 : u ≠ 0 := ne_of_gt hu
    show u ^ 2 * Real.exp (-u) / 6 = u ^ 3 * Real.exp (-u) / 6 / u
    rw [eq_div_iff h0]
    ring
  · refine IntegrableOn.congr_fun (Integrable.div_const (exponential_moment 1).1 2)
      (fun u hu => ?_) measurableSet_Ioi
    have h0 : u ≠ 0 := ne_of_gt hu
    show u ^ 1 * Real.exp (-u) / 2 = u ^ 2 * Real.exp (-u) / 2 / u
    rw [eq_div_iff h0]
    ring

end SingleCrossingCoulombHole
```

```lean
#print axioms SingleCrossingCoulombHole.coulomb_repulsion_lt
-- 'SingleCrossingCoulombHole.coulomb_repulsion_lt' depends on axioms: [propext, Classical.choice, Quot.sound]
#print axioms SingleCrossingCoulombHole.increasing_observable_gt
-- 'SingleCrossingCoulombHole.increasing_observable_gt' depends on axioms: [propext, Classical.choice, Quot.sound]
#print axioms SingleCrossingCoulombHole.pair_count_lt
-- 'SingleCrossingCoulombHole.pair_count_lt' depends on axioms: [propext, Classical.choice, Quot.sound]
```

## From the sign of the integrand to the inequality

`integral_pos_of_pos_on_interval` supplies the strict sign. For a non-negative integrable function, Mathlib equates a positive integral with a support of positive measure. Here the support contains the interval (a,b), whose length b − a is positive.

`repulsion_difference` is the identity with the constant k. `ring` expands the product at each u, the lemmas on integrals of differences and constant multiples split the integral, and the hypothesis `hN` of equal integrals removes the term with k.

`repulsion_lt` is the main theorem. Its step `hint` shows that the integrand with k = f(c) is integrable, and `hin` that it is positive inside the crossing. The split by `lt_trichotomy` follows the three cases u < c, u = c and u > c. The positive integral is then rewritten by `repulsion_difference`, and `linarith` reads off the inequality.

`coulomb_repulsion_lt` applies this theorem to `u⁻¹`, after showing that it is strictly decreasing on (0,∞). `increasing_observable_gt` applies it to `-g u`.

## Pair counts and the explicit example

`pair_count_lt` splits at r ≤ c and r > c. In the first case the positivity lemma is applied to Q − P on (0,r). In the second it is applied to P − Q on [r,∞), with (r, r + 1) as the interval where the function is positive. The normalisation integrals are then divided at r, and `linarith` transfers the excess in the tail to a deficit inside.

`exponential_moment` obtains the integral n! from the Gamma function at n + 1. `isSingleCrossingHole_witness` uses it for the normalisation of the two model intracules. The sign conditions come from multiplying the positive quantity u² e^(−u) by 3 − u or u − 3, which is the product given to `nlinarith`. For the Coulomb integrands, one power of u cancels on (0,∞), leaving u² e^(−u)/6 and u e^(−u)/2, both integrable by the same lemma. The example thus satisfies every hypothesis of `coulomb_repulsion_lt`.
